# Spin correlations from matching truncated strong-coupling energies of the half-filled Hubbard chain

To test a numerical ground state of the infinite antiferromagnetic spin-1/2 Heisenberg chain with nearest-neighbour coupling, one can compare its second-neighbour correlation $\langle S^z_iS^z_{i+2}\rangle$ with $\frac1{12}-\frac43\ln2+\frac34\zeta(3)\approx0.0607$, where $\zeta(3)=\sum_{k\ge0}1/(k+1)^3$. The file below obtains this number by equating two energies of the half-filled Hubbard chain, both truncated at order $U^{-3}$ in the repulsion $U$ and both taken as given.

```lean
import Mathlib

open Real MeasureTheory Set Filter Topology

namespace HubbardSpinCorrelation

noncomputable section

/-- The sum of the inverse cubes of the positive integers. -/
def zeta3 : ℝ := ∑' k : ℕ, 1 / ((k : ℝ) + 1) ^ 3

/-- The weight `1/(1 + exp(Uw/2))` in the Lieb-Wu energy integral. -/
def weight (U w : ℝ) : ℝ := 1 / (1 + exp (U * w / 2))

/-- Lieb-Wu energy per site of the half-filled Hubbard chain (hopping 1, repulsion `U > 0`), with
the Bessel kernel `J₀(w)J₁(w)/w` replaced by its expansion `1/2 - 3w²/16` through order `w²`. -/
def strongCouplingEnergy (U : ℝ) : ℝ :=
  -4 * ∫ w in Ioi (0 : ℝ), (1 / 2 - 3 * w ^ 2 / 16) * weight U w

/-- Energy per site of the effective spin chain through order `U⁻³`, for `U ≠ 0`; `c₁` and `c₂`
are the correlations `⟨SᶻSᶻ⟩` of first and second neighbours in an isotropic state. -/
def spinEnergy (c₁ c₂ U : ℝ) : ℝ :=
  (4 / U - 16 / U ^ 3) * (3 * c₁ - 1 / 4) + 4 / U ^ 3 * (3 * c₂ - 1 / 4)

/-- For `b > 0` the `n`-th moment of `exp(-bw)` on the half-line exists and is `n!/b^(n+1)`. -/
theorem exp_moment (n : ℕ) {b : ℝ} (hb : 0 < b) :
    IntegrableOn (fun w : ℝ => w ^ n * exp (-(b * w))) (Ioi 0) ∧
    ∫ w in Ioi (0 : ℝ), w ^ n * exp (-(b * w)) = n.factorial / b ^ (n + 1) := by
  have h := Real.integral_rpow_mul_exp_neg_mul_Ioi (a := (n : ℝ) + 1) (by positivity) hb
  have e : (1 / b) ^ ((n : ℝ) + 1) = (1 / b) ^ (n + 1) := by
    rw [← Real.rpow_natCast, Nat.cast_add, Nat.cast_one]
  rw [Real.Gamma_nat_eq_factorial, e, one_div, inv_pow, ← div_eq_inv_mul] at h
  simp only [add_sub_cancel_right, Real.rpow_natCast] at h
  refine ⟨?_, h⟩
  by_contra hn
  rw [integral_undef hn] at h
  have : (0 : ℝ) < n.factorial / b ^ (n + 1) := by positivity
  linarith

/-- The weight is positive, equals `e/(1+e)` with `e = exp(-Uw/2)`, and is at most `e`. -/
theorem weight_bounds (U w : ℝ) : 0 < weight U w ∧
    weight U w = exp (-(U / 2 * w)) / (1 + exp (-(U / 2 * w))) ∧
    weight U w ≤ exp (-(U / 2 * w)) := by
  have h : exp (-(U / 2 * w)) * exp (U * w / 2) = 1 := by
    rw [← Real.exp_add, show -(U / 2 * w) + U * w / 2 = 0 by ring, Real.exp_zero]
  have e : weight U w = exp (-(U / 2 * w)) / (1 + exp (-(U / 2 * w))) := by
    unfold weight
    rw [div_eq_div_iff (by positivity) (by positivity)]
    linear_combination -h
  refine ⟨by unfold weight; positivity, e, ?_⟩
  rw [e]
  exact div_le_self (Real.exp_pos _).le (by linarith [Real.exp_pos (-(U / 2 * w))])

/-- For `U > 0` every power of `w` is integrable against the weight. -/
theorem integrable_weight (n : ℕ) {U : ℝ} (hU : 0 < U) :
    IntegrableOn (fun w => w ^ n * weight U w) (Ioi 0) := by
  have hc : Continuous (fun w => weight U w) := by
    unfold weight
    exact continuous_const.div (by fun_prop) (fun w => by positivity)
  refine Integrable.mono' (exp_moment n (half_pos hU)).1
    ((continuous_pow n).mul hc).aestronglyMeasurable
    ((ae_restrict_iff' measurableSet_Ioi).2 (ae_of_all _ fun w hw => ?_))
  have hp : 0 ≤ w ^ n := pow_nonneg (le_of_lt hw) n
  rw [Real.norm_of_nonneg (mul_nonneg hp (weight_bounds U w).1.le)]
  exact mul_le_mul_of_nonneg_left (weight_bounds U w).2.2 hp

/-- For `U > 0` the weight integrates to `2 ln 2 / U`. -/
theorem weight_moment_zero {U : ℝ} (hU : 0 < U) :
    ∫ w in Ioi (0 : ℝ), weight U w = 2 * log 2 / U := by
  -- an explicit antiderivative
  have hd : ∀ w ∈ Ici (0 : ℝ), HasDerivAt
      (fun w => -(2 / U) * log (1 + exp (-(U / 2 * w)))) (weight U w) w := by
    intro w _
    have h1 : HasDerivAt (fun w : ℝ => -(U / 2 * w)) (-(U / 2)) w :=
      ((hasDerivAt_id' w).const_mul (U / 2)).fun_neg.congr_deriv (by ring)
    have h2 := (h1.exp.const_add 1).log (by positivity : 1 + exp (-(U / 2 * w)) ≠ 0)
    refine (h2.const_mul (-(2 / U))).congr_deriv ?_
    have h3 : 2 / U * (U / 2) = 1 := by field_simp
    rw [(weight_bounds U w).2.1]
    linear_combination (exp (-(U / 2 * w)) / (1 + exp (-(U / 2 * w)))) * h3
  have ht := (((Real.tendsto_exp_neg_atTop_nhds_zero.comp
    (tendsto_id.const_mul_atTop (half_pos hU))).const_add 1).log (by norm_num)).const_mul (-(2 / U))
  have hi : IntegrableOn (fun w => weight U w) (Ioi 0) := by
    simpa only [pow_zero, one_mul] using integrable_weight 0 hU
  rw [integral_Ioi_of_hasDerivAt_of_tendsto' hd hi ht]
  simp only [mul_zero, neg_zero, Real.exp_zero, add_zero, Real.log_one]
  rw [show (1 : ℝ) + 1 = 2 by norm_num]
  ring

/-- The sum of inverse cubes converges, and with alternating signs it is `3 ζ(3) / 4`. -/
theorem alternating_cubes : (Summable fun k : ℕ => 1 / ((k : ℝ) + 1) ^ 3) ∧
    HasSum (fun k : ℕ => (-1 : ℝ) ^ k / ((k : ℝ) + 1) ^ 3) (3 / 4 * zeta3) := by
  have hz : Summable fun k : ℕ => 1 / ((k : ℝ) + 1) ^ 3 := by
    simpa only [Nat.cast_add, Nat.cast_one] using
      (summable_nat_add_iff 1).2 (Real.summable_one_div_nat_pow.2 (by norm_num : 1 < 3))
  -- the even denominators carry one eighth of the sum
  have hO : HasSum (fun k : ℕ => 1 / (((2 * k + 1 : ℕ) : ℝ) + 1) ^ 3) (zeta3 / 8) := by
    have e : ∀ k : ℕ, 1 / (((2 * k + 1 : ℕ) : ℝ) + 1) ^ 3 = 1 / ((k : ℝ) + 1) ^ 3 / 8 := by
      intro k
      rw [div_div]
      congr 1
      push_cast
      ring
    simp only [e]
    exact hz.hasSum.div_const 8
  have hE := (hz.comp_injective (i := fun k : ℕ => 2 * k)
    (fun a b h => by dsimp only at h; omega)).hasSum
  have h1 := (HasSum.even_add_odd (f := fun k : ℕ => 1 / ((k : ℝ) + 1) ^ 3) hE hO).unique
    hz.hasSum
  have e : ∀ k : ℕ, (-1 : ℝ) ^ (2 * k + 1) = -1 := fun k => by
    rw [pow_succ, pow_mul]; norm_num
  have e' : ∀ k : ℕ, (-1 : ℝ) ^ (2 * k) = 1 := fun k => by rw [pow_mul]; norm_num
  have h2 := HasSum.even_add_odd (f := fun k : ℕ => (-1 : ℝ) ^ k / ((k : ℝ) + 1) ^ 3)
    (by simp only [e']; exact hE) (by simp only [e, neg_div]; exact hO.neg)
  refine ⟨hz, ?_⟩
  convert h2 using 1
  change _ = zeta3 at h1
  linarith

/-- For `U > 0` the second moment of the weight is `12 ζ(3) / U³`. -/
theorem weight_moment_two {U : ℝ} (hU : 0 < U) :
    ∫ w in Ioi (0 : ℝ), w ^ 2 * weight U w = 12 * zeta3 / U ^ 3 := by
  obtain ⟨g, hg⟩ : ∃ g : ℕ → ℝ → ℝ, ∀ k, g k =
      fun w => w ^ 2 * exp (-(U / 2 * ((k : ℝ) + 1) * w)) := ⟨_, fun _ => rfl⟩
  have hi : ∀ k, IntegrableOn (g k) (Ioi 0) := fun k => by
    rw [hg]; exact (exp_moment 2 (by positivity)).1
  have hm : ∀ k, ∫ w in Ioi (0 : ℝ), g k w = 16 / U ^ 3 * (1 / ((k : ℝ) + 1) ^ 3) := by
    intro k
    simp only [hg]
    rw [(exp_moment 2 (by positivity : 0 < U / 2 * ((k : ℝ) + 1))).2, Nat.factorial_two,
      Nat.cast_ofNat, div_mul_div_comm, div_eq_div_iff (by positivity) (by positivity)]
    ring
  have hn : ∀ k w, ‖(-1 : ℝ) ^ k * g k w‖ = g k w := fun k w => by
    have h0 : 0 ≤ g k w := by simp only [hg]; positivity
    rw [norm_mul, norm_pow, norm_neg, norm_one, one_pow, one_mul, Real.norm_of_nonneg h0]
  have key := hasSum_integral_of_summable_integral_norm (μ := volume.restrict (Ioi (0 : ℝ)))
    (F := fun k w => (-1 : ℝ) ^ k * g k w) (fun k => Integrable.const_mul (hi k) _)
    (by simp only [hn, hm]; exact alternating_cubes.1.mul_left _)
  have e : ∀ k, ∫ w in Ioi (0 : ℝ), (-1 : ℝ) ^ k * g k w =
      16 / U ^ 3 * ((-1) ^ k / ((k : ℝ) + 1) ^ 3) := fun k => by
    rw [integral_const_mul, hm]; ring
  simp only [e] at key
  -- the geometric series of the weight
  have hR : ∫ w in Ioi (0 : ℝ), w ^ 2 * weight U w =
      ∫ w in Ioi (0 : ℝ), ∑' k : ℕ, (-1 : ℝ) ^ k * g k w := by
    refine setIntegral_congr_fun measurableSet_Ioi fun w hw => ?_
    have h1 : exp (-(U / 2 * w)) < 1 :=
      Real.exp_lt_one_iff.2 (neg_lt_zero.2 (mul_pos (half_pos hU) hw))
    have hs := (hasSum_geometric_of_abs_lt_one (r := -exp (-(U / 2 * w)))
      (by rwa [abs_neg, abs_of_pos (Real.exp_pos _)])).mul_left (w ^ 2 * exp (-(U / 2 * w)))
    have ht : ∀ k, (-1 : ℝ) ^ k * g k w =
        w ^ 2 * exp (-(U / 2 * w)) * (-exp (-(U / 2 * w))) ^ k := by
      intro k
      have hk : exp (-(U / 2 * ((k : ℝ) + 1) * w)) = exp (-(U / 2 * w)) ^ (k + 1) := by
        rw [← Real.exp_nat_mul]
        congr 1
        push_cast
        ring
      simp only [hg]
      rw [hk, neg_pow (exp (-(U / 2 * w))) k]
      ring
    simp only [ht]
    rw [hs.tsum_eq, (weight_bounds U w).2.1, sub_neg_eq_add]
    ring
  rw [hR, key.unique (alternating_cubes.2.mul_left _)]
  ring

/-- For `U > 0` the strong-coupling energy is `-4 ln 2 / U + 9 ζ(3) / U³`. -/
theorem strongCouplingEnergy_eq {U : ℝ} (hU : 0 < U) :
    strongCouplingEnergy U = -4 * log 2 / U + 9 * zeta3 / U ^ 3 := by
  have e : ∀ w, (1 / 2 - 3 * w ^ 2 / 16) * weight U w =
      1 / 2 * (w ^ 0 * weight U w) - 3 / 16 * (w ^ 2 * weight U w) := fun w => by ring
  simp only [strongCouplingEnergy, e]
  rw [integral_sub (Integrable.const_mul (integrable_weight 0 hU) _)
    (Integrable.const_mul (integrable_weight 2 hU) _), integral_const_mul, integral_const_mul,
    weight_moment_two hU]
  simp only [pow_zero, one_mul]
  rw [weight_moment_zero hU]
  ring

/-- The strong-coupling Hubbard energy equals the effective spin-chain energy for all `U > 0`
exactly when the first- and second-neighbour correlations are `1/12 - ln 2 / 3` and
`1/12 - (4/3) ln 2 + (3/4) ζ(3)`. -/
theorem energies_match_iff (c₁ c₂ : ℝ) :
    (∀ U : ℝ, 0 < U → strongCouplingEnergy U = spinEnergy c₁ c₂ U) ↔
      c₁ = 1 / 12 - log 2 / 3 ∧ c₂ = 1 / 12 - 4 / 3 * log 2 + 3 / 4 * zeta3 := by
  constructor
  · intro h
    -- two couplings separate the orders `U⁻¹` and `U⁻³`
    have a := h 1 one_pos
    have b := h 2 two_pos
    rw [strongCouplingEnergy_eq one_pos, spinEnergy] at a
    rw [strongCouplingEnergy_eq two_pos, spinEnergy] at b
    constructor
    · linear_combination (1 / 36) * a - (2 / 9) * b
    · linear_combination -(2 / 3) * b
  · rintro ⟨rfl, rfl⟩ U hU
    rw [strongCouplingEnergy_eq hU, spinEnergy]
    ring

end

end HubbardSpinCorrelation
```

```lean
#print axioms HubbardSpinCorrelation.energies_match_iff
-- 'HubbardSpinCorrelation.energies_match_iff' depends on axioms: [propext, Classical.choice, Quot.sound]
```

## Two energies and two unknown correlations

The theorem `energies_match_iff` takes two arbitrary real numbers $c_1$ and $c_2$. It says that `strongCouplingEnergy U` equals `spinEnergy c₁ c₂ U` for every $U>0$ if and only if

$$c_1=\frac1{12}-\frac{\ln2}{3},\qquad c_2=\frac1{12}-\frac43\ln2+\frac34\zeta(3).$$

The nearest-neighbour value is therefore an output of the comparison, like the second-neighbour one. The theorem `strongCouplingEnergy_eq` supplies the closed form of the first energy, $-4\ln2/U+9\zeta(3)/U^3$.

That energy comes from the Lieb–Wu solution. With hopping 1 and one electron per site, the ground-state energy per site of the infinite chain is

$$E(U)=-4\int_0^\infty\frac{J_0(w)J_1(w)}{w\,(1+e^{Uw/2})}\,dw,$$

where $J_0$ and $J_1$ are Bessel functions. At large $U$ the exponential confines the integral to small $w$, where

$$\frac{J_0(w)J_1(w)}{w}=\left(1-\frac{w^2}{4}+\dots\right)\left(\frac12-\frac{w^2}{16}+\dots\right)=\frac12-\frac{3w^2}{16}+\dots$$

The definition `strongCouplingEnergy` keeps the two terms shown, and `weight U w` is the factor $1/(1+e^{Uw/2})$.

The second energy comes from the effective spin Hamiltonian, which describes the same chain when double occupation is only virtual. Through order $U^{-3}$ it is

$$H=\left(\frac4U-\frac{16}{U^3}\right)\sum_i\left(\mathbf S_i\cdot\mathbf S_{i+1}-\frac14\right)+\frac4{U^3}\sum_i\left(\mathbf S_i\cdot\mathbf S_{i+2}-\frac14\right).$$

In a state that is isotropic in spin space, $\langle\mathbf S_i\cdot\mathbf S_j\rangle=3\langle S^z_iS^z_j\rangle$. With $c_1$ and $c_2$ for the $z$-$z$ correlations at distances one and two, the energy per site becomes `spinEnergy`. The correlations are constants, independent of $U$: they belong to the nearest-neighbour Heisenberg chain, whose ground state gives the $U^{-3}$ term by first-order perturbation theory.

The Lieb–Wu formula, the Bessel expansion and the effective Hamiltonian enter through these definitions and are not derived in the file. The equality "for all $U>0$" concerns the truncated expressions; the full Hubbard energy has further terms in $1/U$.

## The integral, moment by moment

Write $q=\exp(-Uw/2)$. Then the weight is $q/(1+q)$, which is positive and at most $q$; this is `weight_bounds`, whose docstring writes `e` for $q$. Since $\int_0^\infty w^ne^{-bw}\,dw=n!/b^{n+1}$ for $b>0$, every power of $w$ is integrable against the weight. The lemma `exp_moment` takes the value from the Gamma integral and reads integrability off it: Lean assigns the integral of a non-integrable function the value 0, whereas this one is positive. The lemma `integrable_weight` then follows by domination.

**Zeroth moment.** The function $-\frac2U\ln(1+q)$ has derivative $q/(1+q)$ with respect to $w$. It tends to 0 as $w\to\infty$ and equals $-\frac2U\ln2$ at $w=0$, so

$$\int_0^\infty\frac{dw}{1+e^{Uw/2}}=\frac{2\ln2}{U}.$$

In `weight_moment_zero`, `hd` is the derivative and `ht` the limit at infinity.

**Second moment.** For $w>0$ we have $q<1$, and the geometric series gives

$$\frac{w^2q}{1+q}=\sum_{k\ge0}(-1)^k\,w^2e^{-(k+1)Uw/2}.$$

Without its sign, the $k$-th term integrates to

$$\frac{2}{\left((k+1)U/2\right)^3}=\frac{16}{U^3(k+1)^3}.$$

These values have a finite sum, which permits exchanging sum and integral. What remains is the alternating sum of inverse cubes. The even denominators contribute $\sum_{k\ge0}1/(2k+2)^3=\zeta(3)/8$ to $\zeta(3)$, and reversing their sign subtracts this twice:

$$\sum_{k\ge0}\frac{(-1)^k}{(k+1)^3}=\zeta(3)-\frac{2\zeta(3)}8=\frac34\zeta(3).$$

The second moment is therefore $12\zeta(3)/U^3$. The lemma `alternating_cubes` does the splitting into even and odd $k$. In `weight_moment_two`, `hm` evaluates each term, `key` exchanges sum and integral, and `hR` inserts the geometric series.

**Energy.** By linearity of the integral,

$$-4\left(\frac12\cdot\frac{2\ln2}{U}-\frac3{16}\cdot\frac{12\zeta(3)}{U^3}\right)=-\frac{4\ln2}{U}+\frac{9\zeta(3)}{U^3}.$$

## Reading off the correlations

Comparing the coefficients of $U^{-1}$ gives $4(3c_1-\frac14)=-4\ln2$, hence $c_1=\frac1{12}-\frac{\ln2}3$. The coefficient of $U^{-3}$ in the spin energy is then

$$-16\left(3c_1-\frac14\right)+4\left(3c_2-\frac14\right)=16\ln2+4\left(3c_2-\frac14\right).$$

Setting it equal to $9\zeta(3)$ gives $12c_2=1-16\ln2+9\zeta(3)$, which is the stated $c_2$.

The Lean proof separates the two orders by evaluating the assumed equality at $U=1$ and $U=2$. At $U=2$ the nearest-neighbour coupling $4/U-16/U^3$ vanishes, so that equation alone fixes $c_2$; the one at $U=1$ then fixes $c_1$. These couplings serve only as algebraic test points for the truncated formulas. The two `linear_combination` lines carry out the elimination. For the converse, the values are substituted and `ring` confirms the identity for every $U>0$.

## The two energies at $U=10$

Take $\ln2\approx0.693147$ and $\zeta(3)\approx1.202057$. The truncated Hubbard energy is

$$-0.277259+0.010819=-0.266440.$$

On the spin side, $3c_1-\frac14=-\ln2$, and $c_2\approx0.060680$ gives $3c_2-\frac14\approx-0.06796$. The couplings are $0.4-0.016=0.384$ and $0.004$, so the energy is

$$0.384\cdot(-0.693147)+0.004\cdot(-0.06796)\approx-0.266168-0.000272=-0.266440.$$

The second-neighbour term supplies only about 0.1% of this truncated energy. The agreement is between the two truncated expressions; the full Hubbard energy at $U=10$ also contains the omitted higher orders.
